# For velocity along the momentum, the negative-energy share of closure for a free Dirac particle is $m^2/(p^2+m^2)$

Take a free Dirac particle of nonzero mass at rest, in a positive-energy state, and compute the mean square of its velocity along one axis by inserting a sum over intermediate states. If only positive-energy states are kept, the sum is zero. The correct value is one, in units of $c^2$, because the velocity operator squares to the identity. At rest the whole sum comes from the negative-energy state that was left out. For the velocity along a nonzero momentum $p$ the loss is partial: in units with $c=1$ it is the fraction $m^2/(p^2+m^2)$ of the sum.

## Two states and their velocity matrix elements

Set $c=1$. For motion along one axis, with the spin part fixed, the free Dirac Hamiltonian at momentum $p$ and its derivative with respect to $p$, the velocity operator, are

$$H=\begin{pmatrix} m & p\\ p & -m\end{pmatrix},\qquad X=\begin{pmatrix}0&1\\1&0\end{pmatrix}.$$

Let $u=(u_0,u_1)$ and $w=(w_0,w_1)$ be real unit eigenvectors of $H$ with energies $E>0$ and $F<0$. Then

$$\langle u,Xu\rangle^2=\frac{p^2}{p^2+m^2},\qquad \langle w,Xu\rangle^2=\frac{m^2}{p^2+m^2}.$$

For $m>0$ the second share is the larger one exactly when $|p|<m$.

**Energy.** The eigenvalue equations are $mu_0+pu_1=Eu_0$ and $pu_0-mu_1=Eu_1$. Squaring and adding them cancels the cross terms and gives $(p^2+m^2)(u_0^2+u_1^2)=E^2(u_0^2+u_1^2)$. Since $u$ is normalised, $E^2=p^2+m^2$.

**Mean velocity.** Here $\langle u,Xu\rangle=2u_0u_1$. Multiply the first equation by $u_1$ and the second by $u_0$, then add. The terms in $m$ cancel, leaving $p(u_0^2+u_1^2)=2Eu_0u_1$, so $E\langle u,Xu\rangle=p$.

**Closure.** Because $H$ is symmetric, $E\langle w,u\rangle=\langle w,Hu\rangle=\langle Hw,u\rangle=F\langle w,u\rangle$, and $E\neq F$ forces $\langle w,u\rangle=0$. Put $s=u_0w_1-u_1w_0$. The identity

$$s^2+(u_0w_0+u_1w_1)^2=(u_0^2+u_1^2)(w_0^2+w_1^2)$$

gives $s^2=1$, and $w=s\,(-u_1,u_0)$: in the plane, $w$ is $u$ turned by a right angle, up to sign. Therefore $\langle w,Xu\rangle=w_0u_1+w_1u_0=s(u_0^2-u_1^2)$, and

$$\langle u,Xu\rangle^2+\langle w,Xu\rangle^2=4u_0^2u_1^2+(u_0^2-u_1^2)^2=(u_0^2+u_1^2)^2=1.$$

**Shares.** The mean velocity gives $\langle u,Xu\rangle^2=p^2/E^2=p^2/(p^2+m^2)$, and closure gives the remainder $m^2/(p^2+m^2)$. The denominators agree, so for $m>0$ the comparison reduces to $p^2<m^2$, that is, $|p|<m$.

**Curvature.** Let $\varepsilon(q)=\sqrt{q^2+m^2}$ with $m\neq0$. Then $\varepsilon'(q)=q/\varepsilon(q)$ and

$$\varepsilon''(q)=\frac{\varepsilon(q)-q^2/\varepsilon(q)}{\varepsilon(q)^2}=\frac{m^2}{\varepsilon(q)^3}.$$

At $q=p$ we have $\varepsilon(p)=E$. Both energies square to $p^2+m^2$ and have opposite signs, so $F=-E$ and $E-F=2E$. Hence

$$\varepsilon''(p)=\frac{m^2}{E^3}=\frac{2\langle w,Xu\rangle^2}{E-F}.$$

This has the form of second-order perturbation theory for a small change of momentum, with the negative-energy state as the only intermediate state.

## An instance with energies $\pm25$

Take $m=7$ and $p=24$, so that $p^2+m^2=625$. The states are $u=(4/5,3/5)$ and $w=(-3/5,4/5)$. For $u$, the first row of $H$ gives $(28+72)/5=20=25\cdot 4/5$, and the second gives $(96-21)/5=15=25\cdot 3/5$. For $w$ the rows give $15$ and $-20$, which is $-25\,w$.

The matrix elements are $\langle u,Xu\rangle=24/25$ and $\langle w,Xu\rangle=-9/25+16/25=7/25$. The shares are $576/625$ and $49/625$, with sum one. Here $|p|>m$, and the positive-energy state has the larger share.

## The Hamiltonian, the velocity and the states in Lean

```lean
import Mathlib

open Matrix

namespace DiracVelocityClosure

noncomputable section
```

The Hamiltonian is a real $2\times2$ matrix. Index `0` is the upper, or large, component and index `1` the lower, or small, one. These names fit positive-energy states of positive mass; in the negative-energy states the lower component is the larger one.

```lean
/-- The free two-component Dirac Hamiltonian with mass `m` and momentum `p`, in units `c = 1`. -/
def diracH (m p : ℝ) : Matrix (Fin 2) (Fin 2) ℝ := !![m, p; p, -m]

/-- The velocity operator, which exchanges the large and the small component. -/
def velocity : Matrix (Fin 2) (Fin 2) ℝ := !![0, 1; 1, 0]
```

The matrix element $\langle v,Xu\rangle$ is a dot product without complex conjugation, which is appropriate for real vectors. The sign of an eigenvector is arbitrary, but it drops out of the squares.

```lean
/-- The matrix element of the velocity operator between the real states `v` and `u`. -/
def velElem (v u : Fin 2 → ℝ) : ℝ := v ⬝ᵥ (velocity *ᵥ u)

/-- The relativistic energy of a particle of mass `m` as a function of its momentum `q`. -/
def dispersion (m q : ℝ) : ℝ := √(q ^ 2 + m ^ 2)
```

The predicate `IsState m p E u` collects the two assumptions on a state: the eigenvalue equation and unit norm.

```lean
/-- `u` is a normalised real eigenstate of the Dirac Hamiltonian with energy `E`. -/
structure IsState (m p E : ℝ) (u : Fin 2 → ℝ) : Prop where
  eigen : diracH m p *ᵥ u = E • u
  unit : u ⬝ᵥ u = 1
```

The model contains no nuclear potential, no angular term $\kappa/r$ and no radial basis set. It treats one free particle at one momentum, with the velocity taken along that momentum.

## From components to closure

The first lemma evaluates the matrix equation at each index and returns the three scalar equations used above.

```lean
variable {m p E F : ℝ} {u w : Fin 2 → ℝ}

/-- The coupled equations for the large and small components, with the normalisation. -/
theorem IsState.components (h : IsState m p E u) :
    m * u 0 + p * u 1 = E * u 0 ∧ p * u 0 - m * u 1 = E * u 1 ∧
      u 0 ^ 2 + u 1 ^ 2 = 1 := by
  have h0 := congrFun h.eigen 0
  have h1 := congrFun h.eigen 1
  have hn := h.unit
  simp only [diracH, Matrix.mulVec, dotProduct, Fin.sum_univ_two, Matrix.of_apply,
    Matrix.cons_val_zero, Matrix.cons_val_one, Pi.smul_apply, smul_eq_mul] at h0 h1 hn
  exact ⟨by linarith, by linarith, by nlinarith⟩

/-- The velocity matrix element couples large components to small ones. -/
theorem velElem_eq (v u : Fin 2 → ℝ) : velElem v u = v 0 * u 1 + v 1 * u 0 := by
  simp [velElem, velocity, Matrix.mulVec, dotProduct, Fin.sum_univ_two]
```

The next two lemmas are the energy relation and the mean velocity. The tactic `linear_combination` checks that the goal follows from the listed equations with the listed coefficients. In the first proof, factors such as `m * u 0 + p * u 1 + E * u 0` turn each eigenvalue equation into its squared form. In the second, the coefficients `u 1` and `u 0` are the multipliers of the derivation. Neither lemma restricts the sign of the energy.

```lean
/-- Every eigenstate obeys the relativistic energy-momentum relation. -/
theorem IsState.energy_sq (h : IsState m p E u) : E ^ 2 = p ^ 2 + m ^ 2 := by
  obtain ⟨h0, h1, hn⟩ := h.components
  linear_combination (-(E ^ 2 - m ^ 2 - p ^ 2)) * hn
    - (m * u 0 + p * u 1 + E * u 0) * h0 - (p * u 0 - m * u 1 + E * u 1) * h1

/-- Energy times mean velocity equals momentum in every eigenstate. -/
theorem IsState.energy_mul_velocity (h : IsState m p E u) : E * velElem u u = p := by
  obtain ⟨h0, h1, hn⟩ := h.components
  rw [velElem_eq]
  linear_combination (-u 1) * h0 - u 0 * h1 + p * hn
```

Closure is stated for any two eigenstates of different energy. The proof follows the derivation closely: `ho` is orthogonality, `hs` is $s^2=1$, `hw0` and `hw1` express $w$ through $u$, and `hz` is the resulting off-diagonal matrix element.

```lean
/-- Velocity closure: for two eigenstates of different energy, the squared velocity matrix
elements out of `u` add up to one. -/
theorem velocity_closure (hu : IsState m p E u) (hw : IsState m p F w) (hEF : E ≠ F) :
    velElem u u ^ 2 + velElem w u ^ 2 = 1 := by
  obtain ⟨a0, a1, an⟩ := hu.components
  obtain ⟨b0, b1, bn⟩ := hw.components
  -- states of different energy are orthogonal
  have ho : u 0 * w 0 + u 1 * w 1 = 0 := by
    apply (mul_eq_zero.mp _).resolve_left (sub_ne_zero.mpr hEF)
    linear_combination (-w 0) * a0 - w 1 * a1 + u 0 * b0 + u 1 * b1
  -- hence `w` is `u` turned by a right angle, up to the sign `u 0 * w 1 - u 1 * w 0`
  have hs : (u 0 * w 1 - u 1 * w 0) ^ 2 = 1 := by
    linear_combination (w 0 ^ 2 + w 1 ^ 2) * an + bn - (u 0 * w 0 + u 1 * w 1) * ho
  have hw0 : w 0 = -u 1 * (u 0 * w 1 - u 1 * w 0) := by
    linear_combination (-w 0) * an + u 0 * ho
  have hw1 : w 1 = u 0 * (u 0 * w 1 - u 1 * w 0) := by
    linear_combination (-w 1) * an + u 1 * ho
  have hz : w 0 * u 1 + w 1 * u 0
      = (u 0 * w 1 - u 1 * w 0) * (u 0 ^ 2 - u 1 ^ 2) := by
    linear_combination u 1 * hw0 + u 0 * hw1
  rw [velElem_eq, velElem_eq, hz]
  linear_combination (u 0 ^ 2 - u 1 ^ 2) ^ 2 * hs + (u 0 ^ 2 + u 1 ^ 2 + 1) * an
```

## The shares and the momentum at which they cross

The theorem on the shares puts no condition on $m$. The hypothesis `0 < E` already excludes $m=p=0$, since $E^2=p^2+m^2$, and so the denominator is nonzero. In the proof, `h1` is the squared mean-velocity relation, and the second share follows by subtracting it from closure.

```lean
/-- The shares of the positive-energy state `u` and the negative-energy state `w` in the
velocity closure are `p² / (p² + m²)` and `m² / (p² + m²)`. -/
theorem velocity_shares (hu : IsState m p E u) (hw : IsState m p F w)
    (hE : 0 < E) (hF : F < 0) :
    velElem u u ^ 2 = p ^ 2 / (p ^ 2 + m ^ 2) ∧
      velElem w u ^ 2 = m ^ 2 / (p ^ 2 + m ^ 2) := by
  have hc := velocity_closure hu hw (by linarith)
  have hv := hu.energy_mul_velocity
  have he := hu.energy_sq
  have hpos : p ^ 2 + m ^ 2 ≠ 0 := by
    rw [← he]
    positivity
  have h1 : velElem u u ^ 2 * (p ^ 2 + m ^ 2) = p ^ 2 := by
    rw [← he, ← mul_pow, mul_comm, hv]
  refine ⟨(eq_div_iff hpos).mpr h1, (eq_div_iff hpos).mpr ?_⟩
  linear_combination (p ^ 2 + m ^ 2) * hc - h1
```

Positive mass enters only with the comparison, where it allows $|m|$ to be written as $m$. After the shares are inserted, the common positive denominator is removed and the inequality between squares becomes one between absolute values.

```lean
/-- For positive mass, the negative-energy state has the larger share in the velocity closure
exactly when the momentum is smaller in magnitude than the mass. -/
theorem negative_energy_dominates_iff (hu : IsState m p E u) (hw : IsState m p F w)
    (hE : 0 < E) (hF : F < 0) (hm : 0 < m) :
    velElem u u ^ 2 < velElem w u ^ 2 ↔ |p| < m := by
  obtain ⟨h1, h2⟩ := velocity_shares hu hw hE hF
  have hpos : 0 < p ^ 2 + m ^ 2 := by positivity
  rw [h1, h2, div_lt_div_iff_of_pos_right hpos, sq_lt_sq, abs_of_pos hm]
```

In this free-particle model, with the velocity taken along the momentum, leaving out the negative-energy state therefore removes more than half of the closure sum exactly when $|p|<m$. The theorem does not give the size of the loss for other velocity components or for bound electrons.

## Band curvature from the negative-energy coupling

The condition `m ≠ 0` keeps the square root away from zero, so that the dispersion is differentiable at every momentum, including $q=0$. The slope is then obtained by the chain rule.

```lean
/-- For nonzero mass, the slope of the relativistic energy is momentum divided by energy. -/
theorem hasDerivAt_dispersion (hm : m ≠ 0) (q : ℝ) :
    HasDerivAt (dispersion m) (q / dispersion m q) q := by
  have hpos : q ^ 2 + m ^ 2 ≠ 0 := by positivity
  have h1 : HasDerivAt (fun x : ℝ => x ^ 2 + m ^ 2) (2 * q) q :=
    ((hasDerivAt_pow 2 q).add_const (m ^ 2)).congr_deriv (by norm_num)
  exact (h1.sqrt hpos).congr_deriv (mul_div_mul_left q (√(q ^ 2 + m ^ 2)) two_ne_zero)
```

In the next theorem, `HasDerivAt (deriv (dispersion m)) … p` says that the slope, as a function of momentum, has the stated derivative at $p$. The proof identifies `dispersion m p` with $E$ and shows $F=-E$. It then applies the quotient rule to $q/\varepsilon(q)$ and inserts the negative-energy share, and `field_simp` completes the algebra.

```lean
/-- The curvature of the relativistic energy is twice the squared velocity coupling to the
negative-energy state, divided by the energy gap. -/
theorem curvature_from_negative_energy (hu : IsState m p E u) (hw : IsState m p F w)
    (hE : 0 < E) (hF : F < 0) (hm : m ≠ 0) :
    HasDerivAt (deriv (dispersion m)) (2 * velElem w u ^ 2 / (E - F)) p := by
  have he := hu.energy_sq
  have hd : dispersion m p = E := by
    rw [dispersion, ← he]
    exact Real.sqrt_sq hE.le
  -- the two energies are opposite
  have hFE : F = -E := by
    have hf := hw.energy_sq
    have h0 : (E - F) * (F + E) = 0 := by linear_combination he - hf
    have h1 := (mul_eq_zero.mp h0).resolve_left (by linarith)
    linarith
  have hfun : deriv (dispersion m) = fun q => q / dispersion m q :=
    funext fun q => (hasDerivAt_dispersion hm q).deriv
  have hne : dispersion m p ≠ 0 := by
    rw [hd]
    exact hE.ne'
  rw [hfun]
  refine ((hasDerivAt_id' p).fun_div (hasDerivAt_dispersion hm p) hne).congr_deriv ?_
  have hm2 : m ^ 2 = E ^ 2 - p ^ 2 := by linarith
  rw [hd, (velocity_shares hu hw hE hF).2, ← he, hm2, hFE,
    show E - -E = 2 * E by ring]
  field_simp
```

The theorems take the two states as given. The last one confirms that the numerical vectors above satisfy `IsState`, by checking both components of each eigenvalue equation and both norms.

```lean
/-- For mass 7 and momentum 24, the vectors (4/5, 3/5) and (-3/5, 4/5) are normalised
eigenstates with energies 25 and -25. -/
theorem isState_witness :
    IsState 7 24 25 ![4 / 5, 3 / 5] ∧ IsState 7 24 (-25) ![-3 / 5, 4 / 5] := by
  refine ⟨⟨?_, ?_⟩, ⟨?_, ?_⟩⟩
  · funext i
    fin_cases i <;> simp [diracH, Matrix.mulVec, dotProduct, Fin.sum_univ_two] <;> norm_num
  · simp [dotProduct, Fin.sum_univ_two]
    norm_num
  · funext i
    fin_cases i <;> simp [diracH, Matrix.mulVec, dotProduct, Fin.sum_univ_two] <;> norm_num
  · simp [dotProduct, Fin.sum_univ_two]
    norm_num

end

end DiracVelocityClosure
```

```lean
#print axioms DiracVelocityClosure.negative_energy_dominates_iff
-- 'DiracVelocityClosure.negative_energy_dominates_iff' depends on axioms: [propext, Classical.choice, Quot.sound]
#print axioms DiracVelocityClosure.curvature_from_negative_energy
-- 'DiracVelocityClosure.curvature_from_negative_energy' depends on axioms: [propext, Classical.choice, Quot.sound]
```
